# Lorentzian broadening of a step-shaped gain spectrum: displaced transparency and subgap absorption when the absorption window is the wider one

## A wrong transparency energy

Suppose that a gain spectrum has been broadened with a Lorentzian, and that the transparency energy is then read off as the point where the broadened gain changes sign. The reading can be wrong. Take unit gain between energies 0 and 1, unit absorption between 1 and 3, and a half-width of 1. The sign change moves from 1 to $-1+\sqrt3\approx 0.73$. Far below the gap, where the original spectrum is zero, the broadened spectrum shows absorption.

Both effects arise because the broadening carries absorption from high energies down to the transparency point and into the gap. A Gaussian would also displace the transparency point in this example, but far below the gap it would leave a small gain. The absorption found there is due to the slow decay of the Lorentzian tails. In this two-step model the sign of the broadened gain can be found exactly, for every width and every energy.

## The spectrum and the line shape

Energies are measured from the band gap, so the gap sits at 0. Let $\mu$ be the transparency energy and $B$ the upper edge of the absorption window, with $0<\mu<B$. The sharp spectrum is
$$g(x)=\begin{cases}+1 & 0<x<\mu,\\ -1 & \mu<x<B,\\ 0 & \text{otherwise.}\end{cases}$$

In a semiconductor with quasi-equilibrium carriers, $\mu$ stands for the separation of the quasi-Fermi levels minus the gap: inversion gives gain below it and absorption above it. The Lorentzian of half-width $w>0$,
$$L_w(x)=\frac{w/\pi}{x^2+w^2},$$
is the line shape of a transition whose polarisation decays exponentially at a constant rate. The broadened gain at energy $E$ is
$$G(E)=\int_{-\infty}^{\infty} g(x)\,L_w(E-x)\,dx .$$

## The sign criterion and its consequences

For all $0<\mu<B$, $w>0$ and real $E$,
$$G(E)<0\iff(\mu-E)\bigl(\mu B+(B-2\mu)E\bigr)<(B-2\mu)w^2,$$
and $G(E)=0$ exactly when the two sides are equal.

At $E=\mu$ the left side is zero, so $G(\mu)<0$ exactly when $B>2\mu$, that is, when the absorption window is wider than the gain window. If $B=2\mu$, the criterion reduces to $E>\mu$ and transparency stays where it was.

Now let $B>2\mu$ and $E\le-\mu B/(B-2\mu)$. Then $\mu-E$ is positive and $\mu B+(B-2\mu)E$ is not, so the left side is at most zero while the right side is positive. The gain is negative at all these energies, whatever the width. The bound is sufficient but not sharp: for any given $w$ the gain is already negative slightly above it.

For $\mu=1$ and $B=3$ the left side is $(1-E)(3+E)=4-(E+1)^2$, so
$$G(E)<0\iff (E+1)^2+w^2>4 .$$

- The gain is negative at $E=1$ and at every $E\le-3$, for every width.
- For $0<w\le2$ it vanishes at $-1+\sqrt{4-w^2}$, which lies below 1.
- For $w>2$ it is negative at every energy.

At $w=2$ the zero at $E=-1$ is a point of contact and not a sign change. For $\sqrt3<w<2$ the upper zero already lies inside the gap, and the only positive gain left is subgap gain.

For simulation practice, this means that the zero of a Lorentzian-broadened spectrum need not give the transparency energy that went into the calculation, as this non-interacting step model with one constant width shows.

## From three arctangents to a polynomial

**The integral.** Since
$$\frac{d}{dx}\,\frac1\pi\arctan\frac{x-E}{w}=\frac{1}{\pi w}\,\frac{1}{1+(x-E)^2/w^2}=L_w(E-x),$$
the weight of the Lorentzian between two energies is a difference of arctangents. Put
$$p=\frac{\mu-E}{w},\qquad q=\frac{0-E}{w},\qquad r=\frac{B-E}{w}.$$
The gain window contributes $(\arctan p-\arctan q)/\pi$, and the absorption window contributes $-(\arctan r-\arctan p)/\pi$. Hence
$$G(E)=\frac{\theta}{\pi},\qquad \theta=2\arctan p-\arctan q-\arctan r .$$

**The range of the phase.** Because $q<p<r$, both $\arctan p-\arctan q$ and $\arctan r-\arctan p$ lie strictly between 0 and $\pi$. The phase $\theta$ is the first minus the second, so $-\pi<\theta<\pi$. On this interval $\theta$ and $\sin\theta$ have the same sign.

**The sine.** From $\sin\arctan x=x\cos\arctan x$ it follows that
$$\sin(2\arctan p)=2p\cos^2\arctan p,\qquad \cos(2\arctan p)=(1-p^2)\cos^2\arctan p.$$
With $C=\cos\arctan q\,\cos\arctan r$, the sum $\arctan q+\arctan r$ has cosine $C(1-qr)$ and sine $C(q+r)$. Therefore
$$\sin\theta=C\cos^2(\arctan p)\,\bigl[2p(1-qr)-(1-p^2)(q+r)\bigr].$$
The cosines of the single arctangents are positive, so the bracket decides the sign.

**The polynomial.** Multiplied by $w^3$, the bracket becomes
$$2(\mu-E)\bigl(w^2+E(B-E)\bigr)-\bigl(w^2-(\mu-E)^2\bigr)(B-2E).$$
The terms in $w^2$ have the coefficient $2(\mu-E)-(B-2E)=-(B-2\mu)$. The others give
$$(\mu-E)\bigl[2E(B-E)+(\mu-E)(B-2E)\bigr]=(\mu-E)\bigl[\mu B+(B-2\mu)E\bigr].$$
The bracket is thus $w^{-3}$ times the left side of the criterion minus its right side, which proves the criterion.

## The model in Lean

`gainSpectrum μ B x` is the sharp spectrum as a real function. It is zero at the isolated points $0$, $\mu$ and $B$, which does not affect the integral. `lorentzian w x` is $L_w(x)$, with `w` the half-width at half-maximum. `broaden w g E` is the convolution, written as a Lebesgue integral over the whole real line.

The hypotheses `0 < μ`, `μ < B` and `0 < w` say that there is a gain window, an absorption window and a non-zero linewidth. `broadened_gain_sign` states the criterion as two equivalences joined by `∧`. `displaced_transparency_and_subgap_absorption` concerns the spectrum with $\mu=1$ and $B=3$: for every positive width, the gain is negative at 1 and at all `E ≤ -3`.

The step spectrum is postulated and not derived from a band structure or from carrier distributions. Carrier interactions, an energy-dependent linewidth and other line shapes are absent.

```lean
import Mathlib

open MeasureTheory

namespace LorentzianGainBroadening

noncomputable section

/-- Gain spectrum with energies measured from the band gap, transparency energy `μ` and upper edge
`B`: unit gain on `(0, μ)`, unit absorption on `(μ, B)`, and zero elsewhere. -/
def gainSpectrum (μ B x : ℝ) : ℝ :=
  if 0 < x ∧ x < μ then 1 else if μ < x ∧ x < B then -1 else 0

/-- The Lorentzian line shape of half-width `w`. -/
def lorentzian (w x : ℝ) : ℝ := w / Real.pi / (x ^ 2 + w ^ 2)

/-- Convolution of a spectrum `g` with the Lorentzian of half-width `w`, at energy `E`. -/
def broaden (w : ℝ) (g : ℝ → ℝ) (E : ℝ) : ℝ := ∫ x, g x * lorentzian w (E - x)

/-- The Lorentzian centred at `E` is a continuous function of energy. -/
theorem continuous_lorentzian {w : ℝ} (hw : 0 < w) (E : ℝ) :
    Continuous fun x => lorentzian w (E - x) := by
  unfold lorentzian
  exact continuous_const.div (by fun_prop) (fun x => by positivity)

/-- The weight of a Lorentzian centred at `E` between the energies `a` and `b`
is a difference of arctangents. -/
theorem integral_lorentzian {w : ℝ} (hw : 0 < w) (E a b : ℝ) :
    ∫ x in a..b, lorentzian w (E - x) =
      Real.arctan ((b - E) / w) / Real.pi - Real.arctan ((a - E) / w) / Real.pi := by
  have hw2 : w ^ 2 ≠ 0 := by positivity
  have key : ∀ D : ℝ, D ≠ 0 →
      1 / (D / w ^ 2) * (1 / w) / Real.pi = w / Real.pi / D := by
    intro D hD
    have hpi := Real.pi_ne_zero
    field_simp
  refine intervalIntegral.integral_eq_sub_of_hasDerivAt
    (f := fun x => Real.arctan ((x - E) / w) / Real.pi) ?_
    ((continuous_lorentzian hw E).intervalIntegrable a b)
  intro x _
  have h1 : HasDerivAt (fun y : ℝ => (y - E) / w) (1 / w) x :=
    ((hasDerivAt_id' x).sub_const E).div_const w
  refine (h1.arctan.div_const Real.pi).congr_deriv ?_
  have e : 1 + ((x - E) / w) ^ 2 = ((E - x) ^ 2 + w ^ 2) / w ^ 2 := by
    rw [div_pow, eq_div_iff hw2, add_mul, div_mul_cancel₀ _ hw2]
    ring
  rw [e]
  exact key _ (by positivity)

/-- Closed form of the broadened gain as a combination of three arctangents. -/
theorem broaden_gainSpectrum {μ B w : ℝ} (hμ : 0 < μ) (hB : μ < B) (hw : 0 < w) (E : ℝ) :
    broaden w (gainSpectrum μ B) E =
      (2 * Real.arctan ((μ - E) / w) - Real.arctan ((0 - E) / w)
        - Real.arctan ((B - E) / w)) / Real.pi := by
  have hc := continuous_lorentzian hw E
  -- separate the gain window from the absorption window
  have hsplit : (fun x => gainSpectrum μ B x * lorentzian w (E - x)) = fun x =>
      (Set.Ioo 0 μ).indicator (fun y => lorentzian w (E - y)) x
        - (Set.Ioo μ B).indicator (fun y => lorentzian w (E - y)) x := by
    funext x
    by_cases h1 : 0 < x ∧ x < μ
    · have h2 : ¬ (μ < x ∧ x < B) := fun h => lt_asymm h.1 h1.2
      simp only [gainSpectrum, Set.indicator, Set.mem_Ioo, if_pos h1, if_neg h2]
      ring
    · by_cases h2 : μ < x ∧ x < B
      · simp only [gainSpectrum, Set.indicator, Set.mem_Ioo, if_neg h1, if_pos h2]
        ring
      · simp only [gainSpectrum, Set.indicator, Set.mem_Ioo, if_neg h1, if_neg h2]
        ring
  have hi : ∀ a b : ℝ, Integrable
      ((Set.Ioo a b).indicator (fun y => lorentzian w (E - y))) := fun a b =>
    (hc.integrableOn_Icc.mono_set Set.Ioo_subset_Icc_self).integrable_indicator
      measurableSet_Ioo
  unfold broaden
  rw [hsplit, integral_sub (hi 0 μ) (hi μ B), integral_indicator measurableSet_Ioo,
    integral_indicator measurableSet_Ioo, ← integral_Ioc_eq_integral_Ioo,
    ← integral_Ioc_eq_integral_Ioo, ← intervalIntegral.integral_of_le hμ.le,
    ← intervalIntegral.integral_of_le hB.le, integral_lorentzian hw, integral_lorentzian hw]
  ring

/-- The sine of the combined phase is a product of cosines times a polynomial. -/
theorem sin_phase (p q r : ℝ) :
    Real.sin (2 * Real.arctan p - Real.arctan q - Real.arctan r) =
      Real.cos (Real.arctan p) ^ 2 * Real.cos (Real.arctan q) * Real.cos (Real.arctan r)
        * (2 * p * (1 - q * r) - (1 - p ^ 2) * (q + r)) := by
  have hs : ∀ x : ℝ, Real.sin (Real.arctan x) = x * Real.cos (Real.arctan x) := by
    intro x
    rw [Real.sin_arctan, Real.cos_arctan]
    ring
  have e : 2 * Real.arctan p - Real.arctan q - Real.arctan r =
      (Real.arctan p - Real.arctan q) + (Real.arctan p - Real.arctan r) := by ring
  rw [e]
  simp only [Real.sin_add, Real.sin_sub, Real.cos_sub, hs]
  ring

/-- Exact criterion for the sign of the Lorentzian-broadened gain: an inequality decides
where it is negative, and the corresponding equality where it vanishes. -/
theorem broadened_gain_sign {μ B w : ℝ} (hμ : 0 < μ) (hB : μ < B) (hw : 0 < w) (E : ℝ) :
    (broaden w (gainSpectrum μ B) E < 0 ↔
      (μ - E) * (μ * B + (B - 2 * μ) * E) < (B - 2 * μ) * w ^ 2) ∧
    (broaden w (gainSpectrum μ B) E = 0 ↔
      (μ - E) * (μ * B + (B - 2 * μ) * E) = (B - 2 * μ) * w ^ 2) := by
  rw [broaden_gainSpectrum hμ hB hw]
  have h1 : Real.arctan ((0 - E) / w) < Real.arctan ((μ - E) / w) :=
    Real.arctan_strictMono (div_lt_div_of_pos_right (by linarith) hw)
  have h2 : Real.arctan ((μ - E) / w) < Real.arctan ((B - E) / w) :=
    Real.arctan_strictMono (div_lt_div_of_pos_right (by linarith) hw)
  have h3 := Real.neg_pi_div_two_lt_arctan ((0 - E) / w)
  have h4 := Real.arctan_lt_pi_div_two ((B - E) / w)
  have hs := sin_phase ((μ - E) / w) ((0 - E) / w) ((B - E) / w)
  have hpoly : 2 * ((μ - E) / w) * (1 - (0 - E) / w * ((B - E) / w))
      - (1 - ((μ - E) / w) ^ 2) * ((0 - E) / w + (B - E) / w) =
      1 / w ^ 3 * ((μ - E) * (μ * B + (B - 2 * μ) * E) - (B - 2 * μ) * w ^ 2) := by
    field_simp
    ring
  rw [hpoly, ← mul_assoc] at hs
  have hK : 0 < Real.cos (Real.arctan ((μ - E) / w)) ^ 2
      * Real.cos (Real.arctan ((0 - E) / w)) * Real.cos (Real.arctan ((B - E) / w))
      * (1 / w ^ 3) := by
    have c1 := Real.cos_arctan_pos ((μ - E) / w)
    have c2 := Real.cos_arctan_pos ((0 - E) / w)
    have c3 := Real.cos_arctan_pos ((B - E) / w)
    positivity
  -- the phase lies in (-π, π), so its sign is that of its sine
  have hlo : -Real.pi < 2 * Real.arctan ((μ - E) / w) - Real.arctan ((0 - E) / w)
      - Real.arctan ((B - E) / w) := by linarith
  have hhi : 2 * Real.arctan ((μ - E) / w) - Real.arctan ((0 - E) / w)
      - Real.arctan ((B - E) / w) < Real.pi := by linarith
  constructor
  · rw [div_lt_iff₀ Real.pi_pos, zero_mul]
    constructor
    · intro h
      have hneg := Real.sin_neg_of_neg_of_neg_pi_lt h hlo
      rw [hs] at hneg
      by_contra hn
      have := mul_nonneg hK.le (sub_nonneg.mpr (not_lt.mp hn))
      linarith
    · intro h
      by_contra hn
      have hnonneg := Real.sin_nonneg_of_nonneg_of_le_pi (not_lt.mp hn) hhi.le
      rw [hs] at hnonneg
      have := mul_neg_of_pos_of_neg hK (sub_neg.mpr h)
      linarith
  · rw [div_eq_iff Real.pi_ne_zero, zero_mul,
      ← Real.sin_eq_zero_iff_of_lt_of_lt hlo hhi, hs, mul_eq_zero, sub_eq_zero]
    exact or_iff_right hK.ne'

/-- At the original transparency energy the broadened gain is negative exactly when
the absorption window is wider than the gain window. -/
theorem negative_at_transparency_iff {μ B w : ℝ} (hμ : 0 < μ) (hB : μ < B) (hw : 0 < w) :
    broaden w (gainSpectrum μ B) μ < 0 ↔ 2 * μ < B := by
  rw [(broadened_gain_sign hμ hB hw μ).1, sub_self, zero_mul,
    mul_pos_iff_of_pos_right (by positivity : 0 < w ^ 2), sub_pos]

/-- If the absorption window is wider than the gain window, the broadened gain is negative
at all energies below a subgap threshold that does not depend on the width. -/
theorem subgap_absorption {μ B w E : ℝ} (hμ : 0 < μ) (hB : 2 * μ < B) (hw : 0 < w)
    (hE : E ≤ -(μ * B / (B - 2 * μ))) : broaden w (gainSpectrum μ B) E < 0 := by
  have hd : 0 < B - 2 * μ := by linarith
  have hBpos : 0 < B := by linarith
  have hq : 0 < μ * B / (B - 2 * μ) := by positivity
  rw [(broadened_gain_sign hμ (by linarith) hw E).1]
  have h1 : μ * B / (B - 2 * μ) ≤ -E := by linarith
  rw [div_le_iff₀ hd] at h1
  have h2 : (μ - E) * (μ * B + (B - 2 * μ) * E) ≤ 0 :=
    mul_nonpos_of_nonneg_of_nonpos (by linarith) (by linarith)
  have h3 : 0 < (B - 2 * μ) * w ^ 2 := by positivity
  linarith

/-- For gain on `(0, 1)` and absorption on `(1, 3)`, every Lorentzian width gives a negative
broadened gain at energy 1 and at all energies up to `-3`. -/
theorem displaced_transparency_and_subgap_absorption {w : ℝ} (hw : 0 < w) :
    broaden w (gainSpectrum 1 3) 1 < 0 ∧
      ∀ E ≤ -3, broaden w (gainSpectrum 1 3) E < 0 := by
  refine ⟨(negative_at_transparency_iff (by norm_num) (by norm_num) hw).2 (by norm_num), ?_⟩
  intro E hE
  exact subgap_absorption (by norm_num) (by norm_num) hw (by norm_num; exact hE)

/-- For the same spectrum and widths up to 2, the broadened gain vanishes at
`-1 + √(4 - w²)`, an energy below the original transparency energy 1. -/
theorem shifted_transparency {w : ℝ} (hw : 0 < w) (hw2 : w ≤ 2) :
    broaden w (gainSpectrum 1 3) (-1 + Real.sqrt (4 - w ^ 2)) = 0 ∧
      -1 + Real.sqrt (4 - w ^ 2) < 1 := by
  have hs : Real.sqrt (4 - w ^ 2) ^ 2 = 4 - w ^ 2 := Real.sq_sqrt (by nlinarith)
  constructor
  · rw [(broadened_gain_sign (by norm_num) (by norm_num) hw _).2]
    linear_combination -hs
  · nlinarith [Real.sqrt_nonneg (4 - w ^ 2), sq_pos_of_pos hw]

/-- For the same spectrum, a Lorentzian half-width above 2 makes the broadened gain
negative at every energy. -/
theorem no_gain_of_large_width {w : ℝ} (hw : 2 < w) (E : ℝ) :
    broaden w (gainSpectrum 1 3) E < 0 := by
  rw [(broadened_gain_sign (by norm_num) (by norm_num) (by linarith) E).1]
  nlinarith [sq_nonneg (E + 1)]

end

end LorentzianGainBroadening
```

```lean
#print axioms LorentzianGainBroadening.displaced_transparency_and_subgap_absorption
-- 'LorentzianGainBroadening.displaced_transparency_and_subgap_absorption' depends on axioms: [propext, Classical.choice, Quot.sound]
#print axioms LorentzianGainBroadening.shifted_transparency
-- 'LorentzianGainBroadening.shifted_transparency' depends on axioms: [propext, Classical.choice, Quot.sound]
#print axioms LorentzianGainBroadening.no_gain_of_large_width
-- 'LorentzianGainBroadening.no_gain_of_large_width' depends on axioms: [propext, Classical.choice, Quot.sound]
```

## How the proof follows the derivation

`integral_lorentzian` is the arctangent integral. It applies the fundamental theorem of calculus to the antiderivative above, with the continuity of the integrand supplied by `continuous_lorentzian`.

`broaden_gainSpectrum` gives $G=\theta/\pi$. The step `hsplit` writes the integrand as the Lorentzian restricted to the gain window minus the Lorentzian restricted to the absorption window, by checking the three cases of the definition. The step `hi` shows that each part is integrable, which allows the integral of the difference to be split. The two integrals are then turned into integrals between endpoints and evaluated.

`sin_phase` is the sine identity. It groups the phase as $(\arctan p-\arctan q)+(\arctan p-\arctan r)$, expands with the addition formulas, and replaces each sine of an arctangent by $x\cos\arctan x$.

`broadened_gain_sign` puts these together. `hpoly` is the polynomial computation, `hK` the positivity of the prefactor, including $1/w^3$, and `hlo` and `hhi` are the bounds $-\pi<\theta<\pi$. These bounds follow by linear arithmetic from the ordering of the three arctangents and from their range.

The remaining theorems specialise the criterion. `negative_at_transparency_iff` sets $E=\mu$, and `subgap_absorption` carries out the sign argument for the two factors. In `shifted_transparency` the square of the root is replaced by $4-w^2$, and `no_gain_of_large_width` uses $(E+1)^2\ge0$.

## Passing from the phase to its sine

The proof turns on a Mathlib lemma, `Real.sin_eq_zero_iff_of_lt_of_lt`. Given $-\pi<x$ and $x<\pi$, it states that $\sin x=0$ if and only if $x=0$. In `broadened_gain_sign` it is used from right to left: the arrow `←` in the rewrite replaces the goal's condition $\theta=0$ by $\sin\theta=0$. After that, `hs` turns the sine into a positive factor times a polynomial, and the transcendental equation has become an algebraic one.

The inequality takes the same route through two one-sided relatives of this lemma. If $\theta<0$, then `Real.sin_neg_of_neg_of_neg_pi_lt` makes the sine negative, so the polynomial must be negative. Conversely, if the polynomial is negative but $\theta\ge0$, then `Real.sin_nonneg_of_nonneg_of_le_pi` makes the sine non-negative, a contradiction.

Combining the arctangents directly would require case distinctions, because the addition formula for $\arctan x+\arctan y$ changes by $\pm\pi$ when $xy$ exceeds 1. The sine identity holds for all real $p$, $q$ and $r$, and the only information needed about branches is the pair of bounds on $\theta$.
